# A flexible coefficient keeps consecutive conjugate-gradient directions conjugate under changing positive preconditioners

The new preconditioned residual z' is modelled as an arbitrary vector, not as a fixed matrix applied to the new residual r'. One step of the method can then be analysed without knowing how z' was produced: by another matrix, by a nonlinear procedure or by an inner iteration stopped early.

Vectors are functions `n → ℝ` on a finite index set, `⬝ᵥ` is the real inner product ⟨·,·⟩, and `A *ᵥ p` is the matrix-vector product Ap. The system matrix A satisfies `A.PosDef`, which includes symmetry.

In Lean 4 with Mathlib:

```lean
import Mathlib

open Matrix

namespace FlexiblePCG

noncomputable section

variable {n : Type*} [Fintype n]
```

## One step and two coefficients

Let r be the current residual, z its preconditioned version and p the search direction. The step length is

a = ⟨z,r⟩ / ⟨p,Ap⟩.

```lean
/-- The step length `a = ⟨z,r⟩ / ⟨p,Ap⟩` along a direction `p` with `⟨p,Ap⟩ ≠ 0`. -/
def stepLength (A : Matrix n n ℝ) (z r p : n → ℝ) : ℝ :=
  (z ⬝ᵥ r) / (p ⬝ᵥ A *ᵥ p)
```

Moving the approximate solution by ap changes the residual to

r' = r − aAp.

The solution itself is not tracked, since the argument needs only residuals and directions.

```lean
/-- The updated residual `r' = r - a A p`, for a direction `p` with `⟨p,Ap⟩ ≠ 0`. -/
def nextResidual (A : Matrix n n ℝ) (z r p : n → ℝ) : n → ℝ :=
  r - stepLength A z r p • (A *ᵥ p)
```

The new direction is p' = z' + bp. The flexible choice of b is

b = ⟨z',r'−r⟩ / ⟨z,r⟩.

```lean
/-- The flexible coefficient `⟨z', r' - r⟩ / ⟨z,r⟩`, for `⟨z,r⟩ ≠ 0`. -/
def flexCoeff (z r z' r' : n → ℝ) : ℝ := (z' ⬝ᵥ (r' - r)) / (z ⬝ᵥ r)
```

The Fletcher-Reeves choice leaves out the old residual in the numerator:

b = ⟨z',r'⟩ / ⟨z,r⟩.

```lean
/-- The Fletcher-Reeves coefficient `⟨z', r'⟩ / ⟨z,r⟩`, for `⟨z,r⟩ ≠ 0`. -/
def frCoeff (z r z' r' : n → ℝ) : ℝ := (z' ⬝ᵥ r') / (z ⬝ᵥ r)
```

The full flexible method starts from r₀ and p₀ = B₀(r₀). With zₖ = Bₖ(rₖ), it repeats the residual update and sets

pₖ₊₁ = zₖ₊₁ + (⟨zₖ₊₁, rₖ₊₁−rₖ⟩ / ⟨zₖ,rₖ⟩) pₖ.

Each `B k` is any function from vectors to vectors, linear or not. In `iterate`, component `.1` is the residual and `.2` the direction.

```lean
/-- Flexible preconditioned conjugate gradients: the pair (residual, direction) after `k` steps,
where `B k` is the preconditioner applied at step `k`. The formulas are meant for steps
that start from a residual `r` with `⟨B k r, r⟩ ≠ 0` and a direction `p` with `⟨p,Ap⟩ ≠ 0`. -/
def iterate (A : Matrix n n ℝ) (B : ℕ → (n → ℝ) → (n → ℝ)) (r₀ : n → ℝ) :
    ℕ → (n → ℝ) × (n → ℝ)
  | 0 => (r₀, B 0 r₀)
  | k + 1 =>
    let r := (iterate A B r₀ k).1
    let p := (iterate A B r₀ k).2
    let r' := nextResidual A (B k r) r p
    (r', B (k + 1) r' + flexCoeff (B k r) r (B (k + 1) r') r' • p)
```

## What the step length guarantees

The single-step results assume ⟨p,r⟩ = ⟨z,r⟩ > 0. Positivity means that z points downhill for the quadratic energy whose negative gradient is r; the equality says that p has the same initial slope. If p were zero, ⟨p,r⟩ would vanish, so p ≠ 0 and positive definiteness gives

⟨p,Ap⟩ > 0, hence a > 0.

```lean
variable {A : Matrix n n ℝ} {z r p : n → ℝ}

/-- For positive definite `A` and `⟨p,r⟩ = ⟨z,r⟩ > 0`, the curvature `⟨p,Ap⟩` is positive. -/
theorem curvature_pos (hA : A.PosDef) (h : p ⬝ᵥ r = z ⬝ᵥ r) (hz : 0 < z ⬝ᵥ r) :
    0 < p ⬝ᵥ A *ᵥ p := by
  have hp : p ≠ 0 := by
    intro h0
    rw [h0, zero_dotProduct] at h
    linarith
  simpa using hA.dotProduct_mulVec_pos hp
```

The new residual is orthogonal to the old direction:

⟨p,r'⟩ = ⟨p,r⟩ − a⟨p,Ap⟩ = ⟨p,r⟩ − ⟨z,r⟩ = 0.

Therefore ⟨p',r'⟩ = ⟨z',r'⟩ for every b, and the equality assumed for this step is handed to the next. In the proof, `h0` is the orthogonality, and the last line expands p'.

```lean
/-- For positive definite `A` and `⟨p,r⟩ = ⟨z,r⟩ > 0`, every new direction `p' = z' + b p`
satisfies `⟨p',r'⟩ = ⟨z',r'⟩`. -/
theorem direction_dot_residual (hA : A.PosDef) (h : p ⬝ᵥ r = z ⬝ᵥ r) (hz : 0 < z ⬝ᵥ r)
    (z' : n → ℝ) (b : ℝ) :
    (z' + b • p) ⬝ᵥ nextResidual A z r p = z' ⬝ᵥ nextResidual A z r p := by
  -- the new residual is orthogonal to the old direction
  have h0 : p ⬝ᵥ nextResidual A z r p = 0 := by
    unfold nextResidual stepLength
    rw [dotProduct_sub, dotProduct_smul, smul_eq_mul,
      div_mul_cancel₀ _ (curvature_pos hA h hz).ne', h, sub_self]
  rw [add_dotProduct, smul_dotProduct, h0, smul_zero, add_zero]
```

## The coupling between old and new directions

Since aAp = r − r' and a⟨p,Ap⟩ = ⟨z,r⟩,

a⟨p',Ap⟩ = ⟨z',aAp⟩ + ba⟨p,Ap⟩ = ⟨z',r−r'⟩ + b⟨z,r⟩.

The proof records the second relation as `ha`, expands the inner products with `simp only`, and adds b times `ha` through `linear_combination`.

```lean
/-- For positive definite `A`, `⟨p,r⟩ = ⟨z,r⟩ > 0` and any coefficient `b`, the direction
`p' = z' + b p` satisfies `a ⟨p',Ap⟩ = ⟨z', r - r'⟩ + b ⟨z,r⟩`. -/
theorem stepLength_mul_coupling (hA : A.PosDef) (h : p ⬝ᵥ r = z ⬝ᵥ r) (hz : 0 < z ⬝ᵥ r)
    (z' : n → ℝ) (b : ℝ) :
    stepLength A z r p * ((z' + b • p) ⬝ᵥ A *ᵥ p) =
      z' ⬝ᵥ (r - nextResidual A z r p) + b * (z ⬝ᵥ r) := by
  have ha : stepLength A z r p * (p ⬝ᵥ A *ᵥ p) = z ⬝ᵥ r :=
    div_mul_cancel₀ _ (curvature_pos hA h hz).ne'
  simp only [nextResidual, add_dotProduct, smul_dotProduct, dotProduct_sub, dotProduct_smul,
    smul_eq_mul]
  linear_combination b * ha
```

For the flexible coefficient, b⟨z,r⟩ = ⟨z',r'−r⟩. The two terms cancel, and a > 0 leaves

⟨p',Ap⟩ = 0.

In the code, `hb` clears the denominator of b, `key` is the coupling identity, and the last line divides out a.

```lean
/-- For positive definite `A`, `⟨p,r⟩ = ⟨z,r⟩ > 0` and any new preconditioned residual `z'`,
the flexible coefficient makes the new direction `A`-conjugate to `p`. -/
theorem flexible_conjugate (hA : A.PosDef) (h : p ⬝ᵥ r = z ⬝ᵥ r) (hz : 0 < z ⬝ᵥ r)
    (z' : n → ℝ) :
    (z' + flexCoeff z r z' (nextResidual A z r p) • p) ⬝ᵥ A *ᵥ p = 0 := by
  have ha : 0 < stepLength A z r p := div_pos hz (curvature_pos hA h hz)
  have hb : flexCoeff z r z' (nextResidual A z r p) * (z ⬝ᵥ r) =
      z' ⬝ᵥ (nextResidual A z r p - r) := div_mul_cancel₀ _ hz.ne'
  have key := stepLength_mul_coupling hA h hz z' (flexCoeff z r z' (nextResidual A z r p))
  rw [hb, ← dotProduct_add, sub_add_sub_cancel, sub_self, dotProduct_zero] at key
  exact (mul_eq_zero.mp key).resolve_left ha.ne'
```

For Fletcher-Reeves, b⟨z,r⟩ = ⟨z',r'⟩, so the sum is ⟨z',r−r'⟩ + ⟨z',r'⟩ = ⟨z',r⟩ and

⟨p',Ap⟩ = ⟨z',r⟩ / a.

Conjugacy therefore holds exactly when the new preconditioned residual is orthogonal to the old residual.

```lean
/-- For positive definite `A`, `⟨p,r⟩ = ⟨z,r⟩ > 0` and any `z'`, the Fletcher-Reeves
coefficient gives `⟨p',Ap⟩ = ⟨z',r⟩ / a`. -/
theorem fletcherReeves_coupling (hA : A.PosDef) (h : p ⬝ᵥ r = z ⬝ᵥ r) (hz : 0 < z ⬝ᵥ r)
    (z' : n → ℝ) :
    (z' + frCoeff z r z' (nextResidual A z r p) • p) ⬝ᵥ A *ᵥ p =
      (z' ⬝ᵥ r) / stepLength A z r p := by
  have ha : 0 < stepLength A z r p := div_pos hz (curvature_pos hA h hz)
  have hb : frCoeff z r z' (nextResidual A z r p) * (z ⬝ᵥ r) =
      z' ⬝ᵥ nextResidual A z r p := div_mul_cancel₀ _ hz.ne'
  have key := stepLength_mul_coupling hA h hz z' (frCoeff z r z' (nextResidual A z r p))
  rw [hb, ← dotProduct_add, sub_add_cancel] at key
  rw [eq_div_iff ha.ne', mul_comm]
  exact key
```

## From one step to the iteration

Assume ⟨Bₖ(r),r⟩ > 0 for every k and every r ≠ 0. This is a requirement on the preconditioners, and an inner solver has to earn it separately. At the start p₀ = z₀, so ⟨p₀,r₀⟩ = ⟨z₀,r₀⟩. The orthogonality step carries this equality forward, and as long as r₀, …, rₖ are nonzero,

⟨pₖ₊₁,Apₖ⟩ = 0.

The induction `inv` follows this argument: `rfl` settles the start and `direction_dot_residual` the successor step. The residual rₖ₊₁ may vanish. The theorem concerns neighbouring directions only; it says nothing about conjugacy to older directions or about convergence.

```lean
/-- If `A` is positive definite, every preconditioner satisfies `⟨B k r, r⟩ > 0` for `r ≠ 0`, and
the residuals up to step `k` are nonzero, then directions `k` and `k + 1` of flexible
preconditioned conjugate gradients are `A`-conjugate. -/
theorem iterate_conjugate (hA : A.PosDef) {B : ℕ → (n → ℝ) → (n → ℝ)}
    (hB : ∀ k r, r ≠ 0 → 0 < B k r ⬝ᵥ r) (r₀ : n → ℝ) (k : ℕ)
    (hr : ∀ j ≤ k, (iterate A B r₀ j).1 ≠ 0) :
    (iterate A B r₀ (k + 1)).2 ⬝ᵥ A *ᵥ (iterate A B r₀ k).2 = 0 := by
  -- the relation ⟨p,r⟩ = ⟨z,r⟩ is handed on from step to step
  have inv : ∀ m ≤ k, (iterate A B r₀ m).2 ⬝ᵥ (iterate A B r₀ m).1 =
      B m (iterate A B r₀ m).1 ⬝ᵥ (iterate A B r₀ m).1 := by
    intro m
    induction m with
    | zero => intro _; rfl
    | succ m ih =>
      intro hm
      exact direction_dot_residual hA (ih (by omega)) (hB m _ (hr m (by omega))) _ _
  exact flexible_conjugate hA (inv k le_rfl) (hB k _ (hr k le_rfl)) _
```

This bears on, for example, a discretised Poisson equation with Dirichlet boundary conditions in an electronic-structure code, preconditioned by an inner iteration that varies from step to step, provided that the matrix is real, finite and positive definite and the inner iteration meets the positivity condition.

## The smallest ⟨d,Ad⟩ among the new directions

Let d = z' + bp with the flexible b. Any competitor is z' + cp = d + (c−b)p. Conjugacy and the symmetry of A remove the cross terms:

⟨z'+cp, A(z'+cp)⟩ = ⟨d,Ad⟩ + (c−b)²⟨p,Ap⟩ ≥ ⟨d,Ad⟩.

Curvature in the theorem means ⟨d,Ad⟩ itself, which depends on the length of d. For the quotient ⟨d,Ad⟩/⟨d,d⟩ another c can give a smaller value. In the proof, the cross terms are `h0` and `h1`, and `h2` is the nonnegative remainder.

```lean
/-- For positive definite `A` and `⟨p,r⟩ = ⟨z,r⟩ > 0`, the flexible coefficient gives the
smallest curvature `⟨d,Ad⟩` among all directions `d = z' + c p`. -/
theorem flexible_curvature_le (hA : A.PosDef) (h : p ⬝ᵥ r = z ⬝ᵥ r) (hz : 0 < z ⬝ᵥ r)
    (z' : n → ℝ) (c : ℝ) :
    (z' + flexCoeff z r z' (nextResidual A z r p) • p) ⬝ᵥ
        A *ᵥ (z' + flexCoeff z r z' (nextResidual A z r p) • p) ≤
      (z' + c • p) ⬝ᵥ A *ᵥ (z' + c • p) := by
  have h0 := flexible_conjugate hA h hz z'
  generalize flexCoeff z r z' (nextResidual A z r p) = b at h0 ⊢
  obtain ⟨d, hd⟩ : ∃ d, d = z' + b • p := ⟨_, rfl⟩
  have hc : z' + c • p = d + (c - b) • p := by rw [hd]; module
  rw [hc, ← hd]
  rw [← hd] at h0
  have hT : Aᵀ = A := (conjTranspose_eq_transpose_of_trivial A).symm.trans hA.1.eq
  have h1 : p ⬝ᵥ A *ᵥ d = 0 := by
    rw [dotProduct_mulVec, ← mulVec_transpose, hT, dotProduct_comm, h0]
  -- by conjugacy only the square of c - b remains
  have h2 := mul_nonneg (sq_nonneg (c - b)) (curvature_pos hA h hz).le
  simp only [mulVec_add, mulVec_smul, add_dotProduct, dotProduct_add, smul_dotProduct,
    dotProduct_smul, smul_eq_mul, h0, h1]
  nlinarith [h2]
```

## A change of preconditioner that spoils Fletcher-Reeves

Take A = diag(1,2) and r = z = p = (1,1), so the first preconditioner is the identity. Then

a = 2/3, r' = (1/3, −1/3).

Switching to the preconditioner diag(2,1) gives z' = (2/3, −1/3) and ⟨z',r⟩ = 1/3, hence

⟨p',Ap⟩ = (1/3) / (2/3) = 1/2.

Here p' = (5/6, −1/6). Dividing by the A-norms of both directions, √(3/4) and √3, gives a cosine of 1/3 in the A-inner product. The proof computes a and ⟨z',r⟩, then applies the coupling formula.

```lean
/-- A first Fletcher-Reeves step from `r = z = p = (1,1)` with `A = diag(1,2)`, followed by a
change of preconditioner from the identity to `diag(2,1)`, gives `⟨p',Ap⟩ = 1/2`; both
diagonal matrices are positive definite. -/
theorem fletcherReeves_loses_conjugacy :
    let A : Matrix (Fin 2) (Fin 2) ℝ := diagonal ![1, 2]
    let M : Matrix (Fin 2) (Fin 2) ℝ := diagonal ![2, 1]
    let r : Fin 2 → ℝ := ![1, 1]
    let r' := nextResidual A r r r
    A.PosDef ∧ M.PosDef ∧
      (M *ᵥ r' + frCoeff r r (M *ᵥ r') r' • r) ⬝ᵥ A *ᵥ r = 1 / 2 := by
  intro A M r r'
  have hA : A.PosDef := PosDef.diagonal (fun i => by fin_cases i <;> simp)
  have hM : M.PosDef := PosDef.diagonal (fun i => by fin_cases i <;> simp)
  refine ⟨hA, hM, ?_⟩
  have hrr : r ⬝ᵥ r = 2 := by
    norm_num [r, dotProduct, Fin.sum_univ_two]
  have hrA : r ⬝ᵥ A *ᵥ r = 3 := by
    norm_num [r, A, dotProduct, Fin.sum_univ_two, mulVec_diagonal]
  have ha : stepLength A r r r = 2 / 3 := by rw [stepLength, hrr, hrA]
  -- the coupling formula reduces the claim to ⟨z',r⟩ = 1/3
  have hz : (M *ᵥ r') ⬝ᵥ r = 1 / 3 := by
    simp only [r', nextResidual, ha]
    norm_num [r, A, M, dotProduct, Fin.sum_univ_two, mulVec_diagonal]
  have key := fletcherReeves_coupling hA (rfl : r ⬝ᵥ r = r ⬝ᵥ r)
    (by rw [hrr]; norm_num) (M *ᵥ r')
  rw [hz, ha] at key
  exact key.trans (by norm_num)
```

The same numbers expose a tempting rewriting of the flexible numerator as ⟨z'−z,r'⟩. For a fixed symmetric matrix preconditioner this is legitimate, because ⟨z',r⟩ = ⟨z,r'⟩. Here ⟨z,r'⟩ = 0 while ⟨z',r⟩ = 1/3, so the rewritten coefficient is just the Fletcher-Reeves one, and conjugacy is lost.

## A fixed preconditioner in the first step

Keep one positive definite matrix M, with p = z = Mr and z' = Mr'. By the symmetry of M and the orthogonality of p and r',

⟨z',r⟩ = ⟨Mr',r⟩ = ⟨r',Mr⟩ = ⟨r',p⟩ = 0,

so Fletcher-Reeves is conjugate in this step. In the proof, `h0` is the orthogonality and `h2` moves M across the inner product.

```lean
/-- If `A` and the preconditioner `M` are positive definite and `r ≠ 0`, then a first
Fletcher-Reeves step that keeps `M` fixed gives a new direction `A`-conjugate to `p = M r`. -/
theorem fletcherReeves_fixed_first_step (hA : A.PosDef) {M : Matrix n n ℝ} (hM : M.PosDef)
    (hr : r ≠ 0) :
    let p := M *ᵥ r
    let r' := nextResidual A p r p
    (M *ᵥ r' + frCoeff p r (M *ᵥ r') r' • p) ⬝ᵥ A *ᵥ p = 0 := by
  intro p r'
  have hz : 0 < p ⬝ᵥ r := by
    rw [dotProduct_comm]
    simpa using hM.dotProduct_mulVec_pos hr
  have hT : Mᵀ = M := (conjTranspose_eq_transpose_of_trivial M).symm.trans hM.1.eq
  -- p is orthogonal to r', and the symmetry of M turns this into ⟨M r', r⟩ = 0
  have h0 : p ⬝ᵥ r' = 0 := by
    have h1 := direction_dot_residual hA (rfl : p ⬝ᵥ r = p ⬝ᵥ r) hz 0 1
    rw [zero_add, one_smul, zero_dotProduct] at h1
    exact h1
  have h2 : (M *ᵥ r') ⬝ᵥ r = 0 := by
    rw [dotProduct_comm, dotProduct_mulVec, ← mulVec_transpose, hT]
    exact h0
  have key := fletcherReeves_coupling hA (rfl : p ⬝ᵥ r = p ⬝ᵥ r) hz (M *ᵥ r')
  rw [h2, zero_div] at key
  exact key

end

end FlexiblePCG
```

Positivity of ⟨Mv,v⟩ for all v ≠ 0 is not enough for this result if M is not symmetric. Let A be the 2×2 identity and let M have rows (1,1) and (−1,1), so that ⟨Mv,v⟩ = ⟨v,v⟩. From r = (1,0) one finds p = (1,−1), a = 1/2, r' = (1/2,1/2) and z' = (1,0). Then ⟨z',r⟩ = 1, and Fletcher-Reeves gives ⟨p',Ap⟩ = 2.

```lean
#print axioms FlexiblePCG.flexible_conjugate
#print axioms FlexiblePCG.iterate_conjugate
#print axioms FlexiblePCG.fletcherReeves_loses_conjugacy
#print axioms FlexiblePCG.fletcherReeves_fixed_first_step
```

```
'FlexiblePCG.flexible_conjugate' depends on axioms: [propext, Classical.choice, Quot.sound]
'FlexiblePCG.iterate_conjugate' depends on axioms: [propext, Classical.choice, Quot.sound]
'FlexiblePCG.fletcherReeves_loses_conjugacy' depends on axioms: [propext, Classical.choice, Quot.sound]
'FlexiblePCG.fletcherReeves_fixed_first_step' depends on axioms: [propext, Classical.choice, Quot.sound]
```
